# Every real polynomial is a finite linear combination of the physicists' Hermite polynomials

The physicists' Hermite polynomials Hₙ are the polynomial factors of the one-dimensional harmonic oscillator's eigenfunctions, in the dimensionless position x. The failing declaration, `mem_span_physHermite`, states that every polynomial in x with real coefficients lies in their real linear span. This is a purely algebraic statement about finite sums: the Hₙ are unnormalised, and neither the Gaussian factor nor convergence in a Hilbert space enters. The attempt shows that the span contains 1 and is stable under multiplication by x, because x Hₙ = (Hₙ₊₁ + Hₙ′)/2 and the lowering rule puts Hₙ′ in the span. It therefore contains every power of x, and so every polynomial.

An attempt in Lean 4 with a fault in it:

```lean
import Mathlib

open Polynomial MeasureTheory

namespace HarmonicOscillatorCompleteness

noncomputable section

/-- The physicists' Hermite polynomials, generated by `H₀ = 1` and `Hₙ₊₁ = 2x Hₙ - Hₙ'`. -/
def physHermite : ℕ → ℝ[X]
  | 0 => 1
  | n + 1 => 2 * X * physHermite n - derivative (physHermite n)

/-- The lowering rule `Hₙ₊₁' = 2(n+1) Hₙ`. -/
theorem derivative_physHermite (n : ℕ) :
    derivative (physHermite (n + 1)) = 2 * ((n : ℝ[X]) + 1) * physHermite n := by
  induction n with
  | zero => simp [physHermite]
  | succ n ih =>
    have h : physHermite (n + 1) = 2 * X * physHermite n - derivative (physHermite n) := rfl
    rw [show physHermite (n + 1 + 1)
      = 2 * X * physHermite (n + 1) - derivative (physHermite (n + 1)) from rfl, ih]
    simp only [derivative_sub, derivative_mul, derivative_add, derivative_X,
      derivative_natCast, derivative_ofNat, derivative_one, ih]
    push_cast
    linear_combination (-2 * ((n : ℝ[X]) + 1)) * h

/-- Every real polynomial is a finite linear combination of Hermite polynomials. -/
theorem mem_span_physHermite (p : ℝ[X]) :
    p ∈ Submodule.span ℝ (Set.range physHermite) := by
  have hH : ∀ n, physHermite n ∈ Submodule.span ℝ (Set.range physHermite) :=
    fun n => Submodule.subset_span ⟨n, rfl⟩
  have hd : ∀ n, derivative (physHermite n) ∈ Submodule.span ℝ (Set.range physHermite) := by
    intro n
    cases n with
    | zero => simp [physHermite]
    | succ n =>
      have e : 2 * ((n : ℝ[X]) + 1) * physHermite n
          = (2 * ((n : ℝ) + 1)) • physHermite n := by
        rw [smul_eq_C_mul]
        simp
      rw [derivative_physHermite, e]
      exact Submodule.smul_mem _ _ (hH n)
  -- the span is stable under multiplication by the position variable
  have hX : ∀ q ∈ Submodule.span ℝ (Set.range physHermite),
      X * q ∈ Submodule.span ℝ (Set.range physHermite) := by
    intro q hq
    induction hq using Submodule.span_induction with
    | mem q hq =>
      obtain ⟨n, rfl⟩ := hq
      have h2 : (C (2⁻¹ : ℝ) : ℝ[X]) * C 2 = 1 := by
        rw [← C_mul]
        norm_num
      have h3 : (C (2 : ℝ) : ℝ[X]) = 2 := map_ofNat C 2
      rw [h3] at h2
      have e : X * physHermite n
          = (2⁻¹ : ℝ) • (physHermite (n + 1) + derivative (physHermite n)) := by
        rw [show physHermite (n + 1)
          = 2 * X * physHermite n - derivative (physHermite n) from rfl,
          sub_add_cancel, smul_eq_C_mul]
        linear_combination (-(X * physHermite n)) * h2
      rw [e]
      exact Submodule.smul_mem _ _ (Submodule.add_mem _ (hH _) (hd n))
    | zero => simp
    | add a b _ _ ha hb =>
      rw [mul_add]
      exact Submodule.add_mem _ ha hb
    | smul c a _ ha =>
      rw [mul_smul_comm]
      exact Submodule.smul_mem _ _ ha
  have hpow : ∀ n : ℕ, (X : ℝ[X]) ^ n ∈ Submodule.span ℝ (Set.range physHermite) := by
    intro n
    induction n with
    | zero => exact hH 0
    | succ n ih =>
      rw [pow_succ']
      exact hX _ ih
  refine Polynomial.induction_on' p (fun a b ha hb => Submodule.add_mem _ ha hb) (fun n a => ?_)
  rw [← smul_X_eq_monomial]
  exact Submodule.smul_mem _ _ (hpow n)

end

end HarmonicOscillatorCompleteness
```

The error:

```
Main.lean:39:51: error: unsolved goals
p : ℝ[X]
hH : ∀ (n : ℕ), physHermite n ∈ Submodule.span ℝ (Set.range physHermite)
n : ℕ
⊢ (2 = C 2 ∨ ↑n + 1 = 0) ∨ physHermite n = 0
```

The error lies in the auxiliary equation `e`, which rewrites the product 2(n+1)Hₙ as a real scalar acting on Hₙ. After `rw [smul_eq_C_mul]`, the scalar appears as the constant polynomial `C (2 * (↑n + 1))`. `simp` distributes `C` over the product and sum, but leaves `C 2` on one side against the numeral `2` on the other. It also cancels the common factors, which turns the equation into the disjunction in the message: either `2 = C 2`, or one of the cancelled factors is zero. The first alternative is true, but `simp` does not prove it, so the goal stays open.

The repair supplies that missing fact as `h3`, proved by `map_ofNat C 2`. The new `simp only` call distributes `C` with the listed lemmas and uses `h3` to replace `C 2` by `2`. The two sides then agree, and the goal closes. Since the list contains no cancellation lemma, the equation is not split into a disjunction on the way.

As a diff, the version that Lean accepts:

```diff
@@ -38,6 +38,7 @@
       have e : 2 * ((n : ℝ[X]) + 1) * physHermite n
           = (2 * ((n : ℝ) + 1)) • physHermite n := by
+        have h3 : (C (2 : ℝ) : ℝ[X]) = 2 := map_ofNat C 2
         rw [smul_eq_C_mul]
-        simp
+        simp only [C_mul, C_add, map_natCast, map_one, h3]
       rw [derivative_physHermite, e]
       exact Submodule.smul_mem _ _ (hH n)
```
